# How an error in the first step spreads through a cosine recurrence

Let a table of real numbers be generated by $c_{n+2} = 2\cos t\,c_{n+1} - c_n$ with $\sin t \neq 0$. If $c_1$ alone is changed by $d$, then $c_n$ changes by exactly

$$\frac{d\,\sin(nt)}{\sin t}.$$

For $t = 2\pi/N$, with $N$ positive and divisible by 4 and $d \neq 0$, the error at the quarter period $n = N/4$ is strictly larger in size than $N|d|/(2\pi)$.

## Twiddle factors from a recurrence

A fast Fourier transform of length $N$ uses the twiddle factors $e^{-2\pi i n/N}$, whose real parts are $\cos(2\pi n/N)$. The recurrence above produces these cosines from $c_0 = 1$ and $c_1 = \cos(2\pi/N)$ at the cost of one multiplication and one subtraction per entry, once $2\cos t$ is stored. The question is what happens to an error in the starting value $c_1$.

By the formula, the error is itself a sine wave, with amplitude $|d|/|\sin t|$. A fine grid has a small angle $t$, so the amplitude is large. For $N = 1024$ the error at the quarter period is about $163\,d$. With an exact coefficient $2\cos t$, this error alone costs a little more than two decimal digits of absolute accuracy. At the smallest size, $N = 4$, the quarter period is entry 1 itself. The error there is just $d$, and the lower bound reads $2|d|/\pi$.

Plane-wave electronic-structure codes use such transforms to pass between real-space and reciprocal-space grids. The result bears on them only where the table comes from this recurrence, and it describes errors in the table entries, not in the transformed orbitals or densities.

## The error obeys the same recurrence

Let $c_n$ start from $a, b$ and let $\tilde c_n$ start from $a, b + d$. The difference $E_n = \tilde c_n - c_n$ satisfies

$$E_{n+2} = 2\cos t\,E_{n+1} - E_n, \qquad E_0 = 0, \quad E_1 = d.$$

The sines satisfy it too. Write $(x+2)t = (x+1)t + t$ and $xt = (x+1)t - t$. Adding the two addition theorems cancels the cosine terms:

$$\sin((x+2)t) + \sin(xt) = 2\cos t\,\sin((x+1)t).$$

We now show $\sin t\,E_n = d\sin(nt)$ by induction. For $n = 0$ both sides vanish, and for $n = 1$ both are $d\sin t$. If the identity holds for $n$ and $n+1$, then

$$\sin t\,E_{n+2} = 2\cos t\,d\sin((n+1)t) - d\sin(nt) = d\sin((n+2)t).$$

Division by $\sin t$ gives the error formula. The same computation with cosines shows that the starting values $1$ and $\cos t$ generate $\cos(nt)$.

## An error at every step

Suppose now that an error $r_k$ is added when entry $k+1$ is computed. The accumulated error $G_n$ obeys

$$G_{n+2} = 2\cos t\,G_{n+1} - G_n + r_{n+1}, \qquad G_0 = 0, \quad G_1 = r_0.$$

Each $r_k$ acts like a change of entry 1 in a table whose entry 0 is placed at position $k$, and entry $n$ is then number $n-k$ of that table. This suggests

$$\sin t\,G_n = S_n, \qquad S_n = \sum_{k<n} r_k\sin((n-k)t).$$

The starting values agree: $S_0 = 0$ and $S_1 = r_0\sin t$. For the step, split off the last two terms of $S_{n+2}$:

$$S_{n+2} = \sum_{k<n} r_k\sin((n+2-k)t) + r_n\sin 2t + r_{n+1}\sin t.$$

Apply the sine recurrence with $x = n-k$ inside the sum, and write $\sin 2t = 2\cos t\sin t$. The terms with the factor $2\cos t$ combine to $2\cos t\,S_{n+1}$, so

$$S_{n+2} = 2\cos t\,S_{n+1} - S_n + r_{n+1}\sin t,$$

which is the recurrence for $\sin t\,G_n$. If every $|r_k| \le \varepsilon$, then each of the $n$ terms of $S_n$ is at most $\varepsilon$ in size, and

$$|G_n| \le \frac{n\varepsilon}{|\sin t|}.$$

## The quarter period

In this section $x$ stands for the angle $t = 2\pi/N$, and $n = N/4$. Then $nx = \pi/2$, and the identity for a single starting error becomes $\sin x\,E_n = d$. Since $N \ge 4$, we have $0 < x < \pi$, hence $0 < \sin x < x$. Because $d \neq 0$, also $E_n \neq 0$, and therefore

$$|d| = \sin x\,|E_n| < x\,|E_n|, \qquad\text{that is,}\qquad |E_n| > \frac{N|d|}{2\pi}.$$

In a cosine table the exact entry at this place is $\cos(\pi/2) = 0$. The perturbed entry is then nothing but error, and its size exceeds the bound.

## The statements in Lean

`table t a b` is the sequence with starting values `a` and `b`, and `table t a b n` is $c_n$. All values are exact real numbers and angles are in radians. A change of $c_1$ alone is expressed by comparing `table t a (b + d)` with `table t a b`; the coefficient `2 * cos t` is the same in both.

`roundedTable t a b r` adds the errors $r_k$, written `r k`, with entry 0 taken as exact. It is a model of inexact arithmetic in real numbers, not a description of a floating-point format. The condition `∀ k, |r k| ≤ ε` in `roundoff_le` is assumed. It stands for a uniform absolute limit on the error committed in one step, and a user who applies the theorem to a particular machine has to supply that limit. The coefficient `2 * cos t` is exact in this model. If a program stores it with an error $\delta$, then $\delta$ times the preceding computed entry is part of the error of each step from entry 2 on, and $\varepsilon$ has to cover it.

The hypothesis `sin t ≠ 0` in `error_eq`, `roundoff_eq` and `roundoff_le` excludes the multiples of $\pi$. The quarter-period theorems do not need it as a hypothesis, since it follows from `0 < N` and `4 ∣ N`. The index `N / 4` is a division of natural numbers, which is exact here because 4 divides $N$, while `2 * π / N` is a division of real numbers.

In `quarter_error_gt` the starting values are arbitrary, so it applies equally to a sine table started from $0$ and $\sin t$. `cosine_table_quarter` specialises it to the cosine table and states both facts together: the exact entry is zero, and the perturbed one exceeds the bound in size. Both theorems concern a single error in entry 1. For errors at every step the file gives the exact sum and an upper bound, but no lower bound, since the individual contributions may cancel.

## If the coefficient carries the same error

A program may store one rounded number $\cos t + d$ and use it both as $c_1$ and in the coefficient $2\cos t$. Modelled that way, with $c_0 = 1$, the table consists of the Chebyshev polynomials $T_n(\cos t + d)$, and from entry 2 on the error is no longer linear in $d$. Since $T_n'(\cos t) = n\sin(nt)/\sin t$, the error to first order in $d$ is

$$\frac{n\,d\,\sin(nt)}{\sin t},$$

which is $n$ times the error studied here. The reason is that a changed coefficient shifts the frequency of the table, and the phase error accumulates from step to step. This estimate belongs to a different recurrence and rests on the derivative just quoted, not on the theorems below.

## The complete file

```lean
import Mathlib

open Real

namespace TwiddleRecurrence

noncomputable section

/-- The table generated from the starting values `a`, `b` by the recurrence
`c (n+2) = 2 cos t * c (n+1) - c n`. -/
def table (t a b : ℝ) : ℕ → ℝ
  | 0 => a
  | 1 => b
  | n + 2 => 2 * cos t * table t a b (n + 1) - table t a b n

/-- The same recurrence in inexact arithmetic: the error `r k` is added when entry `k + 1`
is computed. -/
def roundedTable (t a b : ℝ) (r : ℕ → ℝ) : ℕ → ℝ
  | 0 => a
  | 1 => b + r 0
  | n + 2 => 2 * cos t * roundedTable t a b r (n + 1) - roundedTable t a b r n + r (n + 1)

/-- Sines of equally spaced angles obey the three-term recurrence. -/
theorem sin_step (x t : ℝ) :
    sin ((x + 2) * t) = 2 * cos t * sin ((x + 1) * t) - sin (x * t) := by
  have h1 : (x + 2) * t = (x + 1) * t + t := by ring
  have h2 : x * t = (x + 1) * t - t := by ring
  rw [h1, h2, sin_add, sin_sub]
  ring

/-- Started from `1` and `cos t`, the exact recurrence produces the cosines `cos (n t)`. -/
theorem table_cos (t : ℝ) : ∀ n : ℕ, table t 1 (cos t) n = cos (n * t)
  | 0 => by simp [table]
  | 1 => by simp [table]
  | n + 2 => by
    have h1 := table_cos t n
    have h2 := table_cos t (n + 1)
    have e1 : ((n : ℝ) + 2) * t = ((n : ℝ) + 1) * t + t := by ring
    have e2 : (n : ℝ) * t = ((n : ℝ) + 1) * t - t := by ring
    push_cast at h2 ⊢
    simp only [table]
    rw [h1, h2, e1, e2, cos_add, cos_sub]
    ring

/-- The change of entry `n` caused by a change `d` of entry `1`, multiplied by `sin t`,
is `d sin (n t)`. -/
theorem sin_mul_error (t a b d : ℝ) : ∀ n : ℕ,
    sin t * (table t a (b + d) n - table t a b n) = d * sin (n * t)
  | 0 => by simp [table]
  | 1 => by
    simp only [table, Nat.cast_one, one_mul]
    ring
  | n + 2 => by
    have h1 := sin_mul_error t a b d n
    have h2 := sin_mul_error t a b d (n + 1)
    have h3 := sin_step n t
    push_cast at h2 ⊢
    simp only [table]
    linear_combination 2 * cos t * h2 - h1 - d * h3

/-- If `sin t ≠ 0`, changing the starting value `b` by `d` changes entry `n` by `d sin (n t) / sin
t`. -/
theorem error_eq {t : ℝ} (ht : sin t ≠ 0) (a b d : ℝ) (n : ℕ) :
    table t a (b + d) n - table t a b n = d * sin (n * t) / sin t := by
  rw [eq_div_iff ht]
  linear_combination sin_mul_error t a b d n

/-- The accumulated rounding error, multiplied by `sin t`, is the sum of the individual errors `r k`
with `k < n`, each weighted with `sin ((n - k) t)`. -/
theorem sin_mul_roundoff (t a b : ℝ) (r : ℕ → ℝ) : ∀ n : ℕ,
    sin t * (roundedTable t a b r n - table t a b n) =
      ∑ k ∈ Finset.range n, r k * sin (((n : ℝ) - k) * t)
  | 0 => by simp [table, roundedTable]
  | 1 => by
    simp only [table, roundedTable, Finset.sum_range_one, Nat.cast_one, Nat.cast_zero,
      sub_zero, one_mul]
    ring
  | n + 2 => by
    have h1 := sin_mul_roundoff t a b r n
    have h2 := sin_mul_roundoff t a b r (n + 1)
    -- errors made earlier are carried on by the recurrence for the sines
    have key : ∑ k ∈ Finset.range n, r k * sin (((n : ℝ) + 2 - k) * t) =
        2 * cos t * ∑ k ∈ Finset.range n, r k * sin (((n : ℝ) + 1 - k) * t) -
          ∑ k ∈ Finset.range n, r k * sin (((n : ℝ) - k) * t) := by
      rw [Finset.mul_sum, ← Finset.sum_sub_distrib]
      refine Finset.sum_congr rfl fun k _ => ?_
      have e1 : (n : ℝ) + 2 - k = ((n : ℝ) - k) + 2 := by ring
      have e2 : (n : ℝ) + 1 - k = ((n : ℝ) - k) + 1 := by ring
      rw [e1, e2, sin_step]
      ring
    have e3 : ((n : ℝ) + 2 - n) * t = 2 * t := by ring
    have e4 : ((n : ℝ) + 2 - (n + 1)) * t = t := by ring
    have e5 : ((n : ℝ) + 1 - n) * t = t := by ring
    rw [Finset.sum_range_succ] at h2
    rw [Finset.sum_range_succ, Finset.sum_range_succ]
    push_cast at h2 ⊢
    rw [e5] at h2
    rw [e3, e4, sin_two_mul]
    simp only [table, roundedTable]
    linear_combination 2 * cos t * h2 - h1 - key

/-- If `sin t ≠ 0` and an error `r k` is added at every step, the total error of entry `n` is the
sum of `r k sin ((n - k) t)` over `k < n`, divided by `sin t`. -/
theorem roundoff_eq {t : ℝ} (ht : sin t ≠ 0) (a b : ℝ) (r : ℕ → ℝ) (n : ℕ) :
    roundedTable t a b r n - table t a b n =
      (∑ k ∈ Finset.range n, r k * sin (((n : ℝ) - k) * t)) / sin t := by
  rw [eq_div_iff ht]
  linear_combination sin_mul_roundoff t a b r n

/-- If `sin t ≠ 0` and every single error is at most `ε` in size, the total error of entry `n` is at
most `n ε / |sin t|` in size. -/
theorem roundoff_le {t ε : ℝ} (ht : sin t ≠ 0) (a b : ℝ) (r : ℕ → ℝ)
    (hr : ∀ k, |r k| ≤ ε) (n : ℕ) :
    |roundedTable t a b r n - table t a b n| ≤ n * ε / |sin t| := by
  have hsum : |∑ k ∈ Finset.range n, r k * sin (((n : ℝ) - k) * t)| ≤ n * ε := by
    calc |∑ k ∈ Finset.range n, r k * sin (((n : ℝ) - k) * t)|
        ≤ ∑ k ∈ Finset.range n, |r k * sin (((n : ℝ) - k) * t)| :=
          Finset.abs_sum_le_sum_abs _ _
      _ ≤ ∑ _k ∈ Finset.range n, ε := by
          refine Finset.sum_le_sum fun k _ => ?_
          rw [abs_mul]
          exact (mul_le_of_le_one_right (abs_nonneg _) (abs_sin_le_one _)).trans (hr k)
      _ = n * ε := by simp
  rw [roundoff_eq ht, abs_div]
  exact div_le_div_of_nonneg_right hsum (abs_nonneg _)

/-- For `N` positive and divisible by four, `N / 4` steps of the angle `2 π / N` make a
right angle. -/
theorem quarter_angle {N : ℕ} (hN : 0 < N) (h4 : 4 ∣ N) :
    ((N / 4 : ℕ) : ℝ) * (2 * π / N) = π / 2 := by
  obtain ⟨m, rfl⟩ := h4
  have hm0 : m ≠ 0 := by omega
  have hm : (m : ℝ) ≠ 0 := by exact_mod_cast hm0
  have hd : 4 * m / 4 = m := by omega
  rw [hd]
  push_cast
  rw [mul_div_assoc', div_eq_div_iff (mul_ne_zero (by norm_num) hm) two_ne_zero]
  ring

/-- For `N` positive and divisible by four and the angle `2 π / N`, a nonzero change `d` of entry
`1` changes entry `N / 4` by more than `N |d| / (2 π)` in size. -/
theorem quarter_error_gt {N : ℕ} (hN : 0 < N) (h4 : 4 ∣ N) (a b : ℝ) {d : ℝ} (hd : d ≠ 0) :
    N * |d| / (2 * π) <
      |table (2 * π / N) a (b + d) (N / 4) - table (2 * π / N) a b (N / 4)| := by
  have hE := sin_mul_error (2 * π / N) a b d (N / 4)
  rw [quarter_angle hN h4, sin_pi_div_two, mul_one] at hE
  set E := table (2 * π / N) a (b + d) (N / 4) - table (2 * π / N) a b (N / 4) with hEdef
  have hN4 : (4 : ℝ) ≤ N := by exact_mod_cast Nat.le_of_dvd hN h4
  have hNpos : (0 : ℝ) < N := by linarith
  have hpi := pi_pos
  have hx : 0 < 2 * π / (N : ℝ) := by positivity
  have hxpi : 2 * π / (N : ℝ) < π := by
    rw [div_lt_iff₀ hNpos]
    nlinarith
  have hs : 0 < sin (2 * π / N) := sin_pos_of_pos_of_lt_pi hx hxpi
  have hE0 : E ≠ 0 := by
    intro h
    rw [h, mul_zero] at hE
    exact hd hE.symm
  -- the error is `d / sin x`, and `sin x < x`
  have habs : |d| = sin (2 * π / N) * |E| := by
    rw [← hE, abs_mul, abs_of_pos hs]
  have hlt : |d| < 2 * π / N * |E| := by
    rw [habs]
    exact mul_lt_mul_of_pos_right (sin_lt hx) (abs_pos.mpr hE0)
  have hcancel : (N : ℝ) * (2 * π / N) = 2 * π := mul_div_cancel₀ _ hNpos.ne'
  rw [div_lt_iff₀ (by positivity)]
  calc (N : ℝ) * |d| < N * (2 * π / N * |E|) := mul_lt_mul_of_pos_left hlt hNpos
    _ = |E| * (2 * π) := by rw [← mul_assoc, hcancel, mul_comm]

/-- For `N` positive and divisible by four and `d ≠ 0`, entry `N / 4` of the exact cosine table is
zero, while in the table with `cos (2 π / N) + d` as entry `1` it is larger in size than `N |d| / (2
π)`. -/
theorem cosine_table_quarter {N : ℕ} (hN : 0 < N) (h4 : 4 ∣ N) {d : ℝ} (hd : d ≠ 0) :
    table (2 * π / N) 1 (cos (2 * π / N)) (N / 4) = 0 ∧
      N * |d| / (2 * π) < |table (2 * π / N) 1 (cos (2 * π / N) + d) (N / 4)| := by
  have h0 : table (2 * π / N) 1 (cos (2 * π / N)) (N / 4) = 0 := by
    rw [table_cos, quarter_angle hN h4, cos_pi_div_two]
  have h := quarter_error_gt hN h4 1 (cos (2 * π / N)) hd
  rw [h0, sub_zero] at h
  exact ⟨h0, h⟩

end

end TwiddleRecurrence
```

```lean
#print axioms TwiddleRecurrence.error_eq
#print axioms TwiddleRecurrence.roundoff_le
#print axioms TwiddleRecurrence.cosine_table_quarter
```

```
'TwiddleRecurrence.error_eq' depends on axioms: [propext, Classical.choice, Quot.sound]
'TwiddleRecurrence.roundoff_le' depends on axioms: [propext, Classical.choice, Quot.sound]
'TwiddleRecurrence.cosine_table_quarter' depends on axioms: [propext, Classical.choice, Quot.sound]
```

## How the proof follows the derivation

**The trigonometric recurrences.** `sin_step` is the addition-theorem identity for a real number `x`. It is stated for real `x` so that it can later be used with $x = n-k$. The proof rewrites both outer angles around $(x+1)t$, expands with `sin_add` and `sin_sub`, and lets `ring` cancel the cosine terms. `table_cos` does the same for cosines inside a two-step induction. The three cases `0`, `1` and `n + 2` are the two starting values and the induction step, and the recursive calls for `n` and `n + 1` are the induction hypotheses.

**One starting error.** `sin_mul_error` proves $\sin t\,E_n = d\sin(nt)$ in the multiplied form, which holds for every $t$. In the step, `h1` and `h2` are the identities for $n$ and $n+1$, and `h3` is the sine recurrence. The line `linear_combination 2 * cos t * h2 - h1 - d * h3` says which multiples of these equations add up to the goal, and the remaining algebra is checked automatically. `error_eq` then divides by $\sin t$, and this is where `sin t ≠ 0` is used.

**Errors at every step.** `sin_mul_roundoff` is the induction for $S_n$. The intermediate claim `key` applies the sine recurrence to each term with $k < n$. `Finset.sum_range_succ` splits off the last terms of the sums, and `sin_two_mul` rewrites $\sin 2t$. The final `linear_combination` joins these parts as in the calculation above. `roundoff_eq` divides by $\sin t$. `roundoff_le` bounds the sum by the triangle inequality and $|\sin| \le 1$, then divides by $|\sin t|$.

**The right angle.** `quarter_angle` writes $N = 4m$ with $m \neq 0$ and verifies $m \cdot 2\pi/(4m) = \pi/2$.

**The lower bound.** `quarter_error_gt` starts from `sin_mul_error` and puts in the right angle, so that `hE` becomes $\sin(2\pi/N)\,E = d$. The facts `hx` and `hxpi` place the angle between $0$ and $\pi$, which makes its sine positive. `hE0` derives $E \neq 0$ from $d \neq 0$. This is needed for a strict inequality, because `hlt` multiplies $\sin x < x$, with $x = 2\pi/N$, by $|E|$. The closing `calc` multiplies by $N$ and cancels it against the angle $2\pi/N$.

**The vanishing cosine.** `cosine_table_quarter` obtains the exact entry from `table_cos` and `quarter_angle` as $\cos(\pi/2) = 0$. With this zero inserted into `quarter_error_gt`, the difference of the two tables reduces to the perturbed entry alone.
